# Constant-parameter relaxation of the one-dimensional Poisson equation with grounded ends and N interior points: the optimal operator norm is cos(π/(N+1))

Two grounded plates enclose a charge density \(\rho\), and the potential obeys \(-\phi''=\rho/\varepsilon_0\) with \(\phi=0\) on the plates. On grid points \(0,\dots,N+1\) of spacing \(h\), the finite-difference approximations \(x\) to the \(N\) interior values satisfy \(Lx=b\), where \(L\) is the negative second difference and \(b=h^2\rho/\varepsilon_0\). Relaxation adds a fraction \(a\) of the residual \(b-Lx\) at each step. Which \(a\) is best, and how does the best rate depend on \(N\)? The update has the form of simple mixing in self-consistent-field loops, here for a linear, one-dimensional problem with one fixed parameter.

## Operators, norm and modes

In Lean 4 with Mathlib:

```lean
import Mathlib

open Matrix Real Filter Topology

namespace PoissonRelaxation

noncomputable section

/-- The discrete Poisson operator `L`: diagonal `2`, nearest neighbours `-1`. -/
def laplacian (N : ℕ) : Matrix (Fin N) (Fin N) ℝ :=
  of fun i j => if i = j then 2 else if i.val + 1 = j.val ∨ j.val + 1 = i.val then -1 else 0
```

`Fin N` holds the indices \(j=0,\dots,N-1\), and index \(j\) is grid point \(j+1\). The grounded ends appear as missing neighbours in the first and last rows.

```lean
/-- One relaxation step `x ↦ x + a (b - L x)` with mixing parameter `a`. -/
def step (N : ℕ) (a : ℝ) (b x : Fin N → ℝ) : Fin N → ℝ := x + a • (b - laplacian N *ᵥ x)

/-- The iteration matrix `1 - a L`. -/
def iter (N : ℕ) (a : ℝ) : Matrix (Fin N) (Fin N) ℝ := 1 - a • laplacian N
```

`step` is \(x\mapsto x+a(b-Lx)\), with `*ᵥ` the matrix-vector product and `•` scalar multiplication. `iter` is \(1-aL\).

```lean
/-- The neighbour-averaging matrix, with entries `1/2` between nearest neighbours. -/
def hop (N : ℕ) : Matrix (Fin N) (Fin N) ℝ :=
  of fun i j => if i.val + 1 = j.val ∨ j.val + 1 = i.val then 1 / 2 else 0
```

`hop` is \(H\), with \(L=2-2H\).

```lean
/-- The Euclidean operator norm of a real square matrix. -/
def opNorm {n : Type*} [Fintype n] [DecidableEq n] (A : Matrix n n ℝ) : ℝ :=
  ‖toEuclideanCLM (n := n) (𝕜 := ℝ) A‖
```

`opNorm A` is \(\|A\|=\sup_{\|y\|=1}\|Ay\|\) for the Euclidean length, the worst-case amplification.

```lean
/-- The number `cos (π / (N + 1))`. -/
def rate (N : ℕ) : ℝ := cos (π / (N + 1))

/-- The half sine wave `sin (n π / (N + 1))` at grid point `n`. -/
def wave (N n : ℕ) : ℝ := sin (n * (π / (N + 1)))

/-- The half sine wave on the interior points `1, …, N`. -/
def lowMode (N : ℕ) : Fin N → ℝ := fun j => wave N (j + 1)

/-- The half sine wave with alternating signs on the interior points. -/
def highMode (N : ℕ) : Fin N → ℝ := fun j => (-1) ^ (j.val + 1) * wave N (j + 1)
```

With \(\theta=\pi/(N+1)\): `rate` is \(c=\cos\theta\), `wave` is \(w_n=\sin n\theta\), `lowMode` is \(u_j=w_{j+1}\) and `highMode` is \(t_j=(-1)^{j+1}w_{j+1}\), both unnormalised.

## Error propagation and the two extreme modes

```lean
/-- If `L s = b`, one relaxation step multiplies the error `x - s` by `1 - a L`. -/
theorem step_error (N : ℕ) (a : ℝ) (b x s : Fin N → ℝ) (hs : laplacian N *ᵥ s = b) :
    step N a b x - s = iter N a *ᵥ (x - s) := by
  subst hs
  simp only [step, iter, sub_mulVec, smul_mulVec, one_mulVec, mulVec_sub]
  module
```

The hypothesis `hs` assumes an exact solution \(s\); its existence is not derived. Substituting \(b=Ls\) gives \(x-s-aL(x-s)\). Repeated \(k\) times, this multiplies the error by \((1-aL)^k\), the matrix studied below.

```lean
/-- On a grid function vanishing at both ends, `hop` averages the two neighbouring values. -/
theorem hop_apply {N : ℕ} (g : ℕ → ℝ) (g0 : g 0 = 0) (gN : g (N + 1) = 0) (i : Fin N) :
    (hop N *ᵥ fun j => g (j + 1)) i = (g i + g (i + 2)) / 2 := by
  have h1 : ∀ i < N, ∑ j ∈ Finset.range N, (if i + 1 = j then g (j + 1) / 2 else 0)
      = g (i + 2) / 2 := by
    intro i hi
    rw [Finset.sum_ite_eq]
    split_ifs with h
    · rfl
    · rw [Finset.mem_range] at h
      rw [show i + 2 = N + 1 by omega, gN, zero_div]
  have h2 : ∀ i < N, ∑ j ∈ Finset.range N, (if j + 1 = i then g (j + 1) / 2 else 0)
      = g i / 2 := by
    intro i hi
    rcases i with _ | k
    · simp [g0]
    · rw [Finset.sum_eq_single k]
      · simp
      · intro b _ hb
        rw [if_neg (by omega)]
      · intro h
        exact absurd (Finset.mem_range.2 (by omega)) h
  rw [add_div, ← h1 i i.2, ← h2 i i.2, ← Finset.sum_add_distrib,
    ← Fin.sum_univ_eq_sum_range (fun j => (if j + 1 = i.val then g (j + 1) / 2 else 0)
      + (if i.val + 1 = j then g (j + 1) / 2 else 0)) N]
  simp only [mulVec, dotProduct, hop, of_apply]
  refine Finset.sum_congr rfl fun j _ => ?_
  split_ifs <;> first | ring1 | (exfalso; omega)
```

If \(g_0=g_{N+1}=0\), row \(i\) of \(H\) returns \((g_i+g_{i+2})/2\), boundary rows included. `h1` and `h2` extract the right and left neighbour.

```lean
/-- The smooth mode is positive, and `hop` multiplies the smooth and the alternating mode by
`+cos (π / (N + 1))` and `-cos (π / (N + 1))`. -/
theorem hop_modes (N : ℕ) : (∀ j, 0 < lowMode N j) ∧
    hop N *ᵥ lowMode N = rate N • lowMode N ∧
    hop N *ᵥ highMode N = (-rate N) • highMode N := by
  have hπ : ((N : ℝ) + 1) * (π / (N + 1)) = π := by field_simp
  have hθ : 0 < π / ((N : ℝ) + 1) := div_pos pi_pos (by positivity)
  have w0 : wave N 0 = 0 := by simp [wave]
  have wN : wave N (N + 1) = 0 := by
    unfold wave; push_cast; rw [hπ, sin_pi]
  have key : ∀ θ x : ℝ, sin (x * θ) + sin ((x + 2) * θ) = 2 * cos θ * sin ((x + 1) * θ) := by
    intro θ x
    have h1 := sin_sub ((x + 1) * θ) θ
    have h2 := sin_add ((x + 1) * θ) θ
    rw [show (x + 1) * θ - θ = x * θ by ring] at h1
    rw [show (x + 1) * θ + θ = (x + 2) * θ by ring] at h2
    linear_combination h1 + h2
  have hrec : ∀ n, wave N n + wave N (n + 2) = 2 * rate N * wave N (n + 1) := by
    intro n; unfold wave rate; push_cast; exact key _ _
  refine ⟨fun j => ?_, funext fun i => ?_, funext fun i => ?_⟩
  · have hj : ((j.val : ℝ)) < N := by exact_mod_cast j.2
    unfold lowMode wave; push_cast
    exact sin_pos_of_pos_of_lt_pi (mul_pos (by positivity) hθ)
      ((mul_lt_mul_of_pos_right (by linarith) hθ).trans_eq hπ)
  · refine (hop_apply (wave N) w0 wN i).trans ?_
    simp only [lowMode, Pi.smul_apply, smul_eq_mul]
    linear_combination (1 / 2) * hrec i
  · refine (hop_apply (fun n => (-1) ^ n * wave N n) (by simp [w0]) (by simp [wN]) i).trans ?_
    simp only [highMode, Pi.smul_apply, smul_eq_mul, pow_add]
    linear_combination ((-1) ^ i.val / 2) * hrec i
```

Adding the formulas for \(\sin((n+1)\theta\pm\theta)\) gives `hrec`:
\[ w_n+w_{n+2}=2c\,w_{n+1}. \]
Since \(w_0=w_{N+1}=0\), \(Hu=cu\). In \(t\) both neighbours carry the opposite sign, so \(Ht=-ct\). Positivity of \(u\) follows from \(0<(j+1)\theta<\pi\).

## Two norm bounds

```lean
/-- Schur test: a symmetric matrix with non-negative entries and a positive eigenvector of
eigenvalue `c ≥ 0` has operator norm at most `c`. -/
theorem schur_test {n : Type*} [Fintype n] [DecidableEq n] (M : Matrix n n ℝ) (s : n → ℝ)
    (c : ℝ) (hsym : ∀ i j, M i j = M j i) (hM : ∀ i j, 0 ≤ M i j) (hs : ∀ i, 0 < s i)
    (h : M *ᵥ s = c • s) (hc : 0 ≤ c) : opNorm M ≤ c := by
  have row : ∀ i, ∑ j, M i j * s j = c * s i := fun i => congrFun h i
  have nsq : ∀ y : EuclideanSpace ℝ n, ‖y‖ ^ 2 = ∑ i, y.ofLp i ^ 2 := by
    intro y
    rw [EuclideanSpace.norm_eq, sq_sqrt (Finset.sum_nonneg fun _ _ => sq_nonneg _)]
    simp
  -- Cauchy-Schwarz in each row, weighted by `s`
  have cs : ∀ (y : n → ℝ) i,
      (∑ j, M i j * y j) ^ 2 ≤ c * s i * ∑ j, M i j / s j * y j ^ 2 := by
    intro y i
    have := Finset.sum_mul_sq_le_sq_mul_sq Finset.univ (fun j => √(M i j * s j))
      (fun j => √(M i j / s j) * y j)
    have e1 : ∀ j, √(M i j * s j) * (√(M i j / s j) * y j) = M i j * y j := fun j => by
      have := (hs j).ne'
      rw [← mul_assoc, ← Real.sqrt_mul (mul_nonneg (hM i j) (hs j).le),
        show M i j * s j * (M i j / s j) = M i j ^ 2 by field_simp, Real.sqrt_sq (hM i j)]
    have e2 : ∀ j, √(M i j * s j) ^ 2 = M i j * s j := fun j =>
      Real.sq_sqrt (mul_nonneg (hM i j) (hs j).le)
    have e3 : ∀ j, (√(M i j / s j) * y j) ^ 2 = M i j / s j * y j ^ 2 := fun j => by
      rw [mul_pow, Real.sq_sqrt (div_nonneg (hM i j) (hs j).le)]
    simpa only [e1, e2, e3, row] using this
  have key : ∀ y : n → ℝ, ∑ i, (∑ j, M i j * y j) ^ 2 ≤ c ^ 2 * ∑ j, y j ^ 2 := by
    intro y
    refine (Finset.sum_le_sum fun i _ => cs y i).trans_eq ?_
    simp only [Finset.mul_sum]
    rw [Finset.sum_comm]
    refine Finset.sum_congr rfl fun j _ => ?_
    have hj := (hs j).ne'
    have : ∑ i, c * s i * (M i j / s j * y j ^ 2)
        = c * (y j ^ 2 / s j) * ∑ i, M j i * s i := by
      rw [Finset.mul_sum]
      exact Finset.sum_congr rfl fun i _ => by rw [hsym i j]; ring
    rw [this, row j]
    field_simp
  refine ContinuousLinearMap.opNorm_le_bound _ hc fun x => ?_
  refine (pow_le_pow_iff_left₀ (norm_nonneg _) (mul_nonneg hc (norm_nonneg _)) two_ne_zero).1 ?_
  rw [mul_pow, nsq, nsq]
  exact key x.ofLp
```

Here \(M\) is symmetric and non-negative, and the local `s` is a positive vector with \(Ms=cs\) for any \(c\ge0\). Cauchy-Schwarz on \(M_{ij}y_j=\sqrt{M_{ij}s_j}\cdot\sqrt{M_{ij}/s_j}\,y_j\) gives `cs`:
\[ \Big(\sum_j M_{ij}y_j\Big)^2\le c\,s_i\sum_j \frac{M_{ij}}{s_j}y_j^2 . \]
`key` sums over \(i\), swaps the sums and uses \(\sum_i M_{ji}s_i=cs_j\), so \(\|My\|^2\le c^2\|y\|^2\).

```lean
/-- If `μ` is an eigenvalue of `A`, then `|μ|^k` is at most the operator norm of `A^k`. -/
theorem eigen_le_opNorm {n : Type*} [Fintype n] [DecidableEq n] {A : Matrix n n ℝ}
    {v : n → ℝ} {μ : ℝ} (hv : v ≠ 0) (h : A *ᵥ v = μ • v) (k : ℕ) :
    |μ| ^ k ≤ opNorm (A ^ k) := by
  have hk : (A ^ k) *ᵥ v = μ ^ k • v := by
    induction k with
    | zero => simp
    | succ k ih => rw [pow_succ, ← mulVec_mulVec, h, mulVec_smul, ih, smul_smul, pow_succ']
  have le := (toEuclideanCLM (n := n) (𝕜 := ℝ) (A ^ k)).le_opNorm (WithLp.toLp 2 v)
  have e : toEuclideanCLM (n := n) (𝕜 := ℝ) (A ^ k) (WithLp.toLp 2 v)
      = WithLp.toLp 2 ((A ^ k) *ᵥ v) := rfl
  have e' : WithLp.toLp 2 (μ ^ k • v) = μ ^ k • WithLp.toLp 2 v := rfl
  rw [e, hk, e', norm_smul, norm_pow, Real.norm_eq_abs] at le
  exact le_of_mul_le_mul_right le (norm_pos_iff.2 fun h0 => hv (congrArg WithLp.ofLp h0))
```

If \(Av=\mu v\) with \(v\ne0\), induction gives \(A^kv=\mu^kv\), hence \(|\mu|^k\|v\|\le\|A^k\|\,\|v\|\).

```lean
/-- For `N ≥ 1`, `cos (π / (N + 1))` lies in `[0, 1)`. -/
theorem rate_mem {N : ℕ} (hN : 1 ≤ N) : 0 ≤ rate N ∧ rate N < 1 := by
  have h1 : (1 : ℝ) ≤ N := by exact_mod_cast hN
  have hθ : 0 < π / ((N : ℝ) + 1) := div_pos pi_pos (by positivity)
  have h2 : π / ((N : ℝ) + 1) ≤ π / 2 :=
    div_le_div_of_nonneg_left pi_pos.le (by norm_num) (by linarith)
  refine ⟨cos_nonneg_of_mem_Icc ⟨by linarith [pi_pos], h2⟩, ?_⟩
  have := cos_lt_cos_of_nonneg_of_le_pi le_rfl (by linarith [pi_pos]) hθ
  rwa [cos_zero] at this
```

For \(N\ge1\), \(0<\theta\le\pi/2\), so \(0\le c<1\). An empty grid would give \(\cos\pi=-1\), which `hN` excludes.

## The exact norm and its minimum

```lean
/-- For `N ≥ 1`, every mixing parameter `a` and step number `k`, the norm of `(1 - a L)^k` is `(|1 -
2a| + 2|a| cos (π / (N + 1)))^k`. -/
theorem opNorm_iter_pow {N : ℕ} (hN : 1 ≤ N) (a : ℝ) (k : ℕ) :
    opNorm (iter N a ^ k) = (|1 - 2 * a| + 2 * |a| * rate N) ^ k := by
  obtain ⟨hpos, hl, hh⟩ := hop_modes N
  have hc := (rate_mem hN).1
  have hdec : iter N a = (1 - 2 * a) • 1 + (2 * a) • hop N := by
    ext i j
    simp only [iter, laplacian, hop, Matrix.sub_apply, Matrix.add_apply, Matrix.smul_apply,
      Matrix.one_apply, of_apply, smul_eq_mul]
    split_ifs <;> first | ring1 | (exfalso; subst_vars; omega)
  have hS := schur_test (hop N) _ _ (fun i j => by simp only [hop, of_apply, or_comm])
    (fun i j => by simp only [hop, of_apply]; split_ifs <;> norm_num) hpos hl hc
  apply le_antisymm
  · -- triangle inequality, then submultiplicativity
    have h1 : ‖toEuclideanCLM (n := Fin N) (𝕜 := ℝ) (iter N a)‖
        ≤ |1 - 2 * a| + 2 * |a| * rate N := by
      rw [hdec, map_add, map_smul, map_smul, map_one]
      refine (norm_add_le _ _).trans ?_
      rw [norm_smul, norm_smul, Real.norm_eq_abs, Real.norm_eq_abs, abs_mul, abs_two]
      exact add_le_add (mul_le_of_le_one_right (abs_nonneg _) ContinuousLinearMap.norm_id_le)
        (mul_le_mul_of_nonneg_left hS (by positivity))
    rw [opNorm, map_pow]
    induction k with
    | zero => rw [pow_zero, pow_zero]; exact ContinuousLinearMap.norm_id_le
    | succ k ih =>
      rw [pow_succ, pow_succ]
      exact (norm_mul_le _ _).trans
        (mul_le_mul ih h1 (norm_nonneg _) (pow_nonneg ((norm_nonneg _).trans h1) _))
  · -- one of the two extreme modes saturates the bound
    have eig : ∀ v μ, hop N *ᵥ v = μ • v → iter N a *ᵥ v = (1 - 2 * a + 2 * a * μ) • v := by
      intro v μ h
      rw [hdec, add_mulVec, smul_mulVec, smul_mulVec, one_mulVec, h, smul_smul, add_smul]
    have nl : lowMode N ≠ 0 := fun h => (hpos ⟨0, hN⟩).ne' (congrFun h _)
    have nh : highMode N ≠ 0 := fun h => by
      have h0 : (-1 : ℝ) ^ (0 + 1) * lowMode N ⟨0, hN⟩ = 0 := congrFun h ⟨0, hN⟩
      exact mul_ne_zero (pow_ne_zero _ (by norm_num)) (hpos _).ne' h0
    have hq : 2 * |a| * rate N = |2 * a * rate N| := by
      rw [abs_mul, abs_mul, abs_two, abs_of_nonneg hc]
    rw [hq]
    have : |1 - 2 * a| + |2 * a * rate N| ≤ |1 - 2 * a + 2 * a * rate N| ∨
        |1 - 2 * a| + |2 * a * rate N| ≤ |1 - 2 * a + 2 * a * -rate N| := by
      have h1 := le_abs_self (1 - 2 * a + 2 * a * rate N)
      have h2 := neg_abs_le (1 - 2 * a + 2 * a * rate N)
      have h3 := le_abs_self (1 - 2 * a + 2 * a * -rate N)
      have h4 := neg_abs_le (1 - 2 * a + 2 * a * -rate N)
      rcases abs_cases (1 - 2 * a) with p | p <;> rcases abs_cases (2 * a * rate N) with q | q <;>
        first | (left; linarith [p.1, q.1]) | (right; linarith [p.1, q.1])
    rcases this with h | h
    · exact (pow_le_pow_left₀ (by positivity) h k).trans (eigen_le_opNorm nl (eig _ _ hl) k)
    · exact (pow_le_pow_left₀ (by positivity) h k).trans (eigen_le_opNorm nh (eig _ _ hh) k)
```

For \(N\ge1\), every real \(a\) and every \(k\ge0\),
\[ \|(1-aL)^k\|=f(a)^k,\qquad f(a)=|1-2a|+2|a|c . \]
`hdec` checks \(1-aL=(1-2a)+2aH\) entry by entry, and `le_antisymm` splits the equality into two inequalities. Upper bound: the Schur test with \(u\) gives \(\|H\|\le c\) (`hS`), the triangle inequality gives \(\|1-aL\|\le f(a)\), and \(\|AB\|\le\|A\|\|B\|\) carries this to powers. Lower bound: `eig` gives \(u\) and \(t\) the eigenvalues \(1-2a\pm2ac\). For real \(p,q\), one of \(|p\pm q|\) is at least \(|p|+|q|\), which `abs_cases` settles sign by sign. No other eigenvector is used.

```lean
/-- Optimal mixing: for `N ≥ 1`, over real `a` the least value of the norm of `1 - a L` is `cos (π /
(N + 1))`, and it is attained exactly at `a = 1/2`. -/
theorem optimal_mixing {N : ℕ} (hN : 1 ≤ N) :
    IsLeast (Set.range fun a => opNorm (iter N a)) (rate N) ∧
      ∀ a, opNorm (iter N a) = rate N ↔ a = 1 / 2 := by
  obtain ⟨hc, hc1⟩ := rate_mem hN
  have f : ∀ a, opNorm (iter N a) = |1 - 2 * a| + 2 * |a| * rate N := fun a => by
    have := opNorm_iter_pow hN a 1
    rwa [pow_one, pow_one] at this
  have gap : ∀ a, rate N + (1 - rate N) * |1 - 2 * a| ≤ opNorm (iter N a) := fun a => by
    have t : 1 ≤ |1 - 2 * a| + 2 * |a| := by linarith [le_abs_self (1 - 2 * a), le_abs_self a]
    rw [f]
    nlinarith [mul_nonneg hc (sub_nonneg.2 t)]
  have half : opNorm (iter N (1 / 2)) = rate N := by
    rw [f, show (1 : ℝ) - 2 * (1 / 2) = 0 by norm_num, abs_zero, abs_of_pos one_half_pos]
    ring
  refine ⟨⟨⟨1 / 2, half⟩, ?_⟩, fun a => ⟨fun h => ?_, fun h => by rw [h, half]⟩⟩
  · rintro _ ⟨a, rfl⟩
    exact (le_add_of_nonneg_right (mul_nonneg (sub_pos.2 hc1).le (abs_nonneg _))).trans (gap a)
  · by_contra hne
    have hp : 0 < |1 - 2 * a| := abs_pos.2 fun h0 => hne (by linarith)
    linarith [mul_pos (sub_pos.2 hc1) hp, gap a]
```

`IsLeast (Set.range …)` says that \(c\) is a value of \(a\mapsto\|1-aL\|\) and bounds all values from below; `↔` says that it is reached exactly at \(a=1/2\), where the update is the Jacobi iteration. Since \(|1-2a|+2|a|\ge1\),
\[ f(a)-c-(1-c)|1-2a|=c\,(|1-2a|+2|a|-1)\ge0, \]
which is `gap`. As \(1-c>0\), \(f(a)=c\) forces \(a=1/2\), and \(f(1/2)=c\) is `half`.

For \(N=1\), \(L=2\) and \(c=0\): one step with \(a=1/2\) is exact. For \(N=2\), \(c=1/2\) and the normalised modes are \((1,1)/\sqrt2\) and \((-1,1)/\sqrt2\). At \(a=1/2\) the matrix \(\begin{pmatrix}0&1/2\\1/2&0\end{pmatrix}\) has eigenvalues \(\pm1/2\) and norm \(1/2\).

For \(N\ge2\), tuning \(a\) to the smooth mode \(u\) alone goes wrong (for \(N=1\) the two modes coincide up to sign and this tuning gives the optimal \(a=1/2\)). Its factor \(1-2a(1-c)\) vanishes at \(a=1/(2(1-c))\), which is \(a=1\) for \(N=2\). There \(1-L=\begin{pmatrix}-1&1\\1&-1\end{pmatrix}\) multiplies the alternating mode by \(-2\), in agreement with \(f(1)=2\), and that error component doubles at each step.

## Slowing down on fine grids

```lean
/-- For `N ≥ 1`, whatever the mixing parameter, the norm of the `k`-step matrix `(1 - a L)^k` is at
least `1 - k (π / (N + 1))^2 / 2`. -/
theorem slowing_down {N : ℕ} (hN : 1 ≤ N) (a : ℝ) (k : ℕ) :
    1 - k * (π / (N + 1)) ^ 2 / 2 ≤ opNorm (iter N a ^ k) := by
  have hc := (rate_mem hN).1
  have hle : rate N ≤ opNorm (iter N a) := (optimal_mixing hN).1.2 ⟨a, rfl⟩
  rw [← pow_one (iter N a), opNorm_iter_pow hN, pow_one] at hle
  have h1 := one_add_mul_le_pow (a := rate N - 1) (by linarith) k
  rw [show 1 + (rate N - 1) = rate N by ring] at h1
  have h2 : 1 - (π / ((N : ℝ) + 1)) ^ 2 / 2 ≤ rate N := one_sub_sq_div_two_le_cos
  rw [opNorm_iter_pow hN]
  nlinarith [mul_le_mul_of_nonneg_left h2 (Nat.cast_nonneg k), pow_le_pow_left₀ hc hle k]
```

For \(N\ge1\) and every \(a\) and \(k\), the minimum, Bernoulli's inequality (`h1`) and \(\cos\theta\ge1-\theta^2/2\) (`h2`) chain to
\[ \|(1-aL)^k\|=f(a)^k\ge c^k\ge1+k(c-1)\ge1-k\theta^2/2 . \]
Rearranged, this shows that a norm of at most \(1/2\) needs \(k\ge(N+1)^2/\pi^2\). The bound concerns the worst initial error. Step-dependent parameters, preconditioning, higher dimensions and nonlinear maps are not covered.

```lean
/-- The number `cos (π / (N + 1))` tends to `1` as the grid grows. -/
theorem rate_tendsto_one : Tendsto rate atTop (𝓝 1) := by
  have h : Tendsto (fun N : ℕ => π / ((N : ℝ) + 1)) atTop (𝓝 0) :=
    tendsto_const_nhds.div_atTop (tendsto_atTop_add_const_right _ _ tendsto_natCast_atTop_atTop)
  have := (continuous_cos.tendsto 0).comp h
  rw [cos_zero] at this
  exact this

end

end PoissonRelaxation
```

`Tendsto rate atTop (𝓝 1)` reads \(c\to1\) as \(N\to\infty\): \(\theta\to0\), the cosine is continuous, and \(\cos0=1\).

```lean
#print axioms PoissonRelaxation.step_error
#print axioms PoissonRelaxation.optimal_mixing
#print axioms PoissonRelaxation.slowing_down
#print axioms PoissonRelaxation.rate_tendsto_one
```

```
'PoissonRelaxation.step_error' depends on axioms: [propext, Classical.choice, Quot.sound]
'PoissonRelaxation.optimal_mixing' depends on axioms: [propext, Classical.choice, Quot.sound]
'PoissonRelaxation.slowing_down' depends on axioms: [propext, Classical.choice, Quot.sound]
'PoissonRelaxation.rate_tendsto_one' depends on axioms: [propext, Classical.choice, Quot.sound]
```
